# For orthogonal unit polarization and direction, the eg and t2g quadrupole weights sum to 1/2 and every nonnegative split occurs

The quadrupole operator is taken to be the real polynomial (e·r)(k·r), with polarization e, propagation direction k and position r, and the d states of a cubic site enter as five quadratic polynomials with a common normalisation, that of xy. The weight of a channel is half the sum of the squared coefficients of the operator on its polynomials, and the value 1/2 of the total belongs to this convention. What is proved concerns the angular weights of this operator in the eg and t2g channels, for linear polarization; radial integrals and densities of states are left out.

In Lean 4 with Mathlib:

```lean
import Mathlib

open Matrix

namespace QuadrupoleCubicChannels

noncomputable section

/-- The polarization `e` and the propagation direction `k` are orthogonal unit vectors. -/
structure Transverse (e k : Fin 3 → ℝ) : Prop where
  unit_e : e ⬝ᵥ e = 1
  unit_k : k ⬝ᵥ k = 1
  orth : e ⬝ᵥ k = 0

/-- The eg harmonics `(x² - y²)/2` and `(2z² - x² - y²)/(2√3)`. -/
def egOrbital (r : Fin 3 → ℝ) : Fin 2 → ℝ :=
  ![(r 0 ^ 2 - r 1 ^ 2) / 2, √3 / 6 * (2 * r 2 ^ 2 - r 0 ^ 2 - r 1 ^ 2)]

/-- The t2g harmonics `yz`, `zx` and `xy`. -/
def t2gOrbital (r : Fin 3 → ℝ) : Fin 3 → ℝ :=
  ![r 1 * r 2, r 2 * r 0, r 0 * r 1]

/-- The amplitudes of the quadrupole operator `(e·r)(k·r)` on the two eg harmonics,
for `e` orthogonal to `k`. -/
def egAmplitude (e k : Fin 3 → ℝ) : Fin 2 → ℝ :=
  ![e 0 * k 0 - e 1 * k 1, √3 * (e 2 * k 2)]

/-- The amplitudes of the quadrupole operator `(e·r)(k·r)` on the three t2g harmonics. -/
def t2gAmplitude (e k : Fin 3 → ℝ) : Fin 3 → ℝ :=
  ![e 1 * k 2 + e 2 * k 1, e 2 * k 0 + e 0 * k 2, e 0 * k 1 + e 1 * k 0]

/-- The eg weight `∑ eᵢ² kᵢ²`. -/
def egWeight (e k : Fin 3 → ℝ) : ℝ := ∑ i, e i ^ 2 * k i ^ 2

/-- The t2g weight, half the sum of `(eᵢ kⱼ + eⱼ kᵢ)²` over the pairs `i < j`. -/
def t2gWeight (e k : Fin 3 → ℝ) : ℝ :=
  1 / 2 * ((e 0 * k 1 + e 1 * k 0) ^ 2 + (e 0 * k 2 + e 2 * k 0) ^ 2
    + (e 1 * k 2 + e 2 * k 1) ^ 2)

/-- Addition theorem for the five d harmonics: their sum of products at two points `r` and `s`
depends only on the lengths of `r` and `s` and on their scalar product. -/
theorem d_addition_theorem (r s : Fin 3 → ℝ) :
    ∑ m, egOrbital r m * egOrbital s m + ∑ m, t2gOrbital r m * t2gOrbital s m
      = ((r ⬝ᵥ s) ^ 2 - (r ⬝ᵥ r) * (s ⬝ᵥ s) / 3) / 2 := by
  have h3 : √3 ^ 2 = (3 : ℝ) := Real.sq_sqrt (by norm_num)
  simp only [egOrbital, t2gOrbital, dotProduct, Fin.sum_univ_two, Fin.sum_univ_three,
    Matrix.cons_val]
  linear_combination ((2 * r 2 ^ 2 - r 0 ^ 2 - r 1 ^ 2)
    * (2 * s 2 ^ 2 - s 0 ^ 2 - s 1 ^ 2) / 36) * h3

/-- For `e` orthogonal to `k`, the quadrupole operator `(e·r)(k·r)` is a combination of the
five d harmonics, with the eg and t2g amplitudes as coefficients. -/
theorem quadrupole_expansion (e k r : Fin 3 → ℝ) (h : e ⬝ᵥ k = 0) :
    (e ⬝ᵥ r) * (k ⬝ᵥ r)
      = ∑ m, egAmplitude e k m * egOrbital r m
        + ∑ m, t2gAmplitude e k m * t2gOrbital r m := by
  have h3 : √3 ^ 2 = (3 : ℝ) := Real.sq_sqrt (by norm_num)
  simp only [dotProduct, Fin.sum_univ_three] at h
  simp only [egOrbital, t2gOrbital, egAmplitude, t2gAmplitude, dotProduct,
    Fin.sum_univ_two, Fin.sum_univ_three, Matrix.cons_val]
  -- orthogonality removes the isotropic part of the operator
  linear_combination ((r 0 ^ 2 + r 1 ^ 2) / 2) * h
    - (e 2 * k 2 * (2 * r 2 ^ 2 - r 0 ^ 2 - r 1 ^ 2) / 6) * h3

/-- For `e` orthogonal to `k`, the eg and t2g weights are half the sums of the squared
amplitudes in the respective channel. -/
theorem weights_eq_amplitudes (e k : Fin 3 → ℝ) (h : e ⬝ᵥ k = 0) :
    egWeight e k = 1 / 2 * ∑ m, egAmplitude e k m ^ 2 ∧
      t2gWeight e k = 1 / 2 * ∑ m, t2gAmplitude e k m ^ 2 := by
  have h3 : √3 ^ 2 = (3 : ℝ) := Real.sq_sqrt (by norm_num)
  simp only [dotProduct, Fin.sum_univ_three] at h
  simp only [egWeight, t2gWeight, egAmplitude, t2gAmplitude,
    Fin.sum_univ_two, Fin.sum_univ_three, Matrix.cons_val]
  constructor
  · linear_combination ((e 0 * k 0 + e 1 * k 1 - e 2 * k 2) / 2) * h
      - ((e 2 * k 2) ^ 2 / 2) * h3
  · ring

/-- For arbitrary vectors `e` and `k`, the two weights add up to
`(|e|² |k|² + (e·k)²) / 2`. -/
theorem weight_sum_general (e k : Fin 3 → ℝ) :
    egWeight e k + t2gWeight e k
      = ((e ⬝ᵥ e) * (k ⬝ᵥ k) + (e ⬝ᵥ k) ^ 2) / 2 := by
  simp only [egWeight, t2gWeight, dotProduct, Fin.sum_univ_three]
  ring

/-- Sum rule: for orthonormal polarization and direction, the eg and t2g weights add up
to `1/2`. -/
theorem weight_sum {e k : Fin 3 → ℝ} (h : Transverse e k) :
    egWeight e k + t2gWeight e k = 1 / 2 := by
  rw [weight_sum_general, h.unit_e, h.unit_k, h.orth]
  norm_num

/-- With `e` and `k` in the cubic xy plane, turned by an angle `t` from the x and y axes, the
eg weight is `sin²(2t)/2` and the t2g weight is `cos²(2t)/2`. -/
theorem rotation_scan (t : ℝ) :
    Transverse ![Real.cos t, Real.sin t, 0] ![-Real.sin t, Real.cos t, 0] ∧
      egWeight ![Real.cos t, Real.sin t, 0] ![-Real.sin t, Real.cos t, 0]
        = Real.sin (2 * t) ^ 2 / 2 ∧
      t2gWeight ![Real.cos t, Real.sin t, 0] ![-Real.sin t, Real.cos t, 0]
        = Real.cos (2 * t) ^ 2 / 2 := by
  have h := Real.sin_sq_add_cos_sq t
  refine ⟨⟨?_, ?_, ?_⟩, ?_, ?_⟩
  · simp only [dotProduct, Fin.sum_univ_three, Matrix.cons_val]
    linear_combination h
  · simp only [dotProduct, Fin.sum_univ_three, Matrix.cons_val]
    linear_combination h
  · simp only [dotProduct, Fin.sum_univ_three, Matrix.cons_val]
    ring
  · simp only [egWeight, Fin.sum_univ_three, Matrix.cons_val, Real.sin_two_mul]
    ring
  · simp only [t2gWeight, Matrix.cons_val, Real.cos_two_mul']
    ring

/-- Two numbers are the eg and t2g weights of some orthonormal pair of polarization and
direction exactly when they are nonnegative and add up to `1/2`. -/
theorem attainable_weights (a b : ℝ) :
    (∃ e k : Fin 3 → ℝ, Transverse e k ∧ egWeight e k = a ∧ t2gWeight e k = b)
      ↔ 0 ≤ a ∧ 0 ≤ b ∧ a + b = 1 / 2 := by
  constructor
  · rintro ⟨e, k, h, rfl, rfl⟩
    refine ⟨?_, ?_, weight_sum h⟩
    · unfold egWeight
      positivity
    · unfold t2gWeight
      positivity
  · rintro ⟨ha, hb, hab⟩
    -- choose the rotation angle with sin(2t) = √(2a)
    have hle : √(2 * a) ≤ 1 := Real.sqrt_le_iff.mpr ⟨by norm_num, by linarith⟩
    have hge : -1 ≤ √(2 * a) := by linarith [Real.sqrt_nonneg (2 * a)]
    obtain ⟨hT, hA, -⟩ := rotation_scan (Real.arcsin √(2 * a) / 2)
    have hs : 2 * (Real.arcsin √(2 * a) / 2) = Real.arcsin √(2 * a) := by ring
    rw [hs, Real.sin_arcsin hge hle, Real.sq_sqrt (by linarith)] at hA
    have hsum := weight_sum hT
    exact ⟨_, _, hT, by linarith, by linarith⟩

/-- Channel selection: `e` and `k` along the cubic x and y axes give zero eg weight, and `e` and
`k` along the face diagonals `(1,1,0)` and `(-1,1,0)` give zero t2g weight. -/
theorem channel_selection :
    (Transverse ![1, 0, 0] ![0, 1, 0] ∧
      egWeight ![1, 0, 0] ![0, 1, 0] = 0 ∧ t2gWeight ![1, 0, 0] ![0, 1, 0] = 1 / 2) ∧
    (Transverse ![√2 / 2, √2 / 2, 0] ![-(√2 / 2), √2 / 2, 0] ∧
      egWeight ![√2 / 2, √2 / 2, 0] ![-(√2 / 2), √2 / 2, 0] = 1 / 2 ∧
      t2gWeight ![√2 / 2, √2 / 2, 0] ![-(√2 / 2), √2 / 2, 0] = 0) := by
  -- both geometries belong to the rotation scan, at angles 0 and π/4
  have h0 := rotation_scan 0
  have h1 := rotation_scan (Real.pi / 4)
  have hp : 2 * (Real.pi / 4) = Real.pi / 2 := by ring
  rw [hp, Real.cos_pi_div_four, Real.sin_pi_div_four, Real.sin_pi_div_two,
    Real.cos_pi_div_two] at h1
  rw [mul_zero, Real.cos_zero, Real.sin_zero, neg_zero] at h0
  obtain ⟨hT0, hA0, hB0⟩ := h0
  obtain ⟨hT1, hA1, hB1⟩ := h1
  exact ⟨⟨hT0, by linarith, by linarith⟩, ⟨hT1, by linarith, by linarith⟩⟩

end

end QuadrupoleCubicChannels
```

```lean
#print axioms QuadrupoleCubicChannels.weights_eq_amplitudes
-- 'QuadrupoleCubicChannels.weights_eq_amplitudes' depends on axioms: [propext, Classical.choice, Quot.sound]
#print axioms QuadrupoleCubicChannels.weight_sum
-- 'QuadrupoleCubicChannels.weight_sum' depends on axioms: [propext, Classical.choice, Quot.sound]
#print axioms QuadrupoleCubicChannels.attainable_weights
-- 'QuadrupoleCubicChannels.attainable_weights' depends on axioms: [propext, Classical.choice, Quot.sound]
#print axioms QuadrupoleCubicChannels.channel_selection
-- 'QuadrupoleCubicChannels.channel_selection' depends on axioms: [propext, Classical.choice, Quot.sound]
```

## Operator, orbitals and weights

Vectors are functions `Fin 3 → ℝ`, so their components carry the indices 0, 1, 2. These stand for the cubic x, y and z axes, and r = (r₀, r₁, r₂) = (x, y, z). The structure `Transverse e k` collects three conditions: e·e = 1, k·k = 1 and e·k = 0. The last one is the transversality of light. Since the components are real, circular polarization is not covered.

`egOrbital` and `t2gOrbital` list the harmonics

E₀ = (x² − y²)/2,  E₁ = (2z² − x² − y²)/(2√3)

T₀ = yz,  T₁ = zx,  T₂ = xy.

The file writes the prefactor of E₁ as `√3 / 6`, which is the same number. The cubic group itself does not appear; the labels eg and t2g rest on the familiar assignment of these polynomials.

The two weights are

A = Σᵢ eᵢ²kᵢ²  (`egWeight`)

B = ½ Σ_{i<j} (eᵢkⱼ + eⱼkᵢ)²  (`t2gWeight`).

The theorem `weight_sum` says that A + B = 1/2 for every transverse pair. The theorem `attainable_weights` says that two real numbers a and b are the weights of some transverse pair exactly when a ≥ 0, b ≥ 0 and a + b = 1/2. The two extreme cases are given explicitly in `channel_selection`.

## From angular weights to absorption

For an s core state, the matrix element to a d orbital is a radial integral times the coefficient of that orbital's harmonic in (e·r)(k·r), up to a constant shared by all five. Summing squared coefficients within a channel gives the channel's angular strength. If both channels have the same radial integral, and the slow variation of this integral and of the photon-energy prefactor is neglected, the quadrupole part of the single-particle spectrum at a cubic site is proportional to

A ρ_eg(ε) + B ρ_t2g(ε),

where ε is the energy of the final state and each ρ is an unoccupied density of states per orbital. This link to an intensity is physics added here to interpret the theorems.

In such a single-particle model of a K pre-edge, turning the crystal can move quadrupole strength between the two channels while the total angular weight stays fixed. A measured or simulated pre-edge may also contain dipole intensity, for instance from p–d mixing at a site without inversion symmetry, and the weights say nothing about that part.

## One normalisation for five harmonics

Comparing the channels is meaningful only if the five harmonics are scaled alike. `d_addition_theorem` establishes this by summing their products at two points r and s. The eg part is

(r₀² − r₁²)(s₀² − s₁²)/4 + (2r₂² − r₀² − r₁²)(2s₂² − s₀² − s₁²)/12.

Here each product rᵢ²sᵢ² has coefficient 1/3, and each rᵢ²sⱼ² with i ≠ j has coefficient −1/6. The eg part is therefore

½ Σᵢ rᵢ²sᵢ² − |r|²|s|²/6.

The t2g part is Σ_{i<j} rᵢrⱼsᵢsⱼ. Since

(r·s)² = Σᵢ rᵢ²sᵢ² + 2 Σ_{i<j} rᵢrⱼsᵢsⱼ,

the total is

½ [(r·s)² − |r|²|s|²/3].

Only lengths and a scalar product remain, so the sum is the same in every rotated frame. Rescaling a single harmonic by a factor other than ±1 would destroy this invariance. The later proofs do not call this theorem; its role is to justify the scale on which the weights are compared.

## The operator in the d basis

Write pᵢ = eᵢkᵢ. Multiplying out gives

(e·r)(k·r) = p₀x² + p₁y² + p₂z² + Σ_{i<j} (eᵢkⱼ + eⱼkᵢ) rᵢrⱼ.

The mixed terms are already a combination of yz, zx and xy, and their coefficients are the entries of `t2gAmplitude`. For the squares, `egAmplitude` proposes the coefficients p₀ − p₁ on E₀ and √3 p₂ on E₁. Their contribution is

(p₀ − p₁)(x² − y²)/2 + p₂(2z² − x² − y²)/2.

The coefficient of x² is (p₀ − p₁ − p₂)/2. Orthogonality says p₀ + p₁ + p₂ = 0, so this equals p₀. In the same way the coefficient of y² is p₁, and that of z² is p₂ without any condition. This is `quadrupole_expansion`. It needs e·k = 0 but not unit length.

For vectors that are not orthogonal, the operator also has an isotropic part (e·k)|r|²/3, and the coefficient of E₁ becomes (2p₂ − p₀ − p₁)/√3. The simple form √3 p₂ thus belongs to transverse light.

Next, `weights_eq_amplitudes` connects the coefficients to A and B. For t2g, B is half the sum of squared amplitudes by definition, up to the order of the terms. For eg, the difference between A and half the sum of squares factorises:

p₀² + p₁² + p₂² − ½[(p₀ − p₁)² + 3p₂²]

= ½[(p₀ + p₁)² − p₂²]

= ½(p₀ + p₁ − p₂)(p₀ + p₁ + p₂).

The last factor is e·k, so the difference vanishes. Both weights therefore carry the same factor ½ relative to the squared amplitudes, and their ratio is the ratio of the channel strengths.

## Why the total is fixed

The sum rule follows from an identity valid for arbitrary real vectors. Expanding the squares in B gives

A + B = Σᵢ eᵢ²kᵢ² + ½ Σ_{i<j} (eᵢ²kⱼ² + eⱼ²kᵢ²) + Σ_{i<j} pᵢpⱼ.

On the other side,

|e|²|k|² = Σᵢ eᵢ²kᵢ² + Σ_{i<j} (eᵢ²kⱼ² + eⱼ²kᵢ²)

(e·k)² = Σᵢ eᵢ²kᵢ² + 2 Σ_{i<j} pᵢpⱼ.

Half the sum of these two lines is exactly A + B, so

A + B = ½ [|e|²|k|² + (e·k)²].

In `weight_sum_general`, the definitions and scalar products are unfolded and `ring` compares the two polynomials. `weight_sum` then inserts |e|² = |k|² = 1 and e·k = 0, which leaves 1/2. For e·k ≠ 0 the identity still holds, but A is then larger than half the sum of the squared eg coefficients, by (e·k)²/3, so it no longer measures the eg channel alone.

## A rotation that reaches every split

Place both vectors in the xy plane and turn them by an angle t:

e = (cos t, sin t, 0),  k = (−sin t, cos t, 0).

They are orthonormal for every t. Here p₀ = −sin t cos t, p₁ = sin t cos t and p₂ = 0, so

A = 2 sin²t cos²t = ½ sin²(2t).

The only nonzero t2g amplitude is e₀k₁ + e₁k₀ = cos²t − sin²t = cos(2t), so

B = ½ cos²(2t).

`rotation_scan` proves the three orthonormality conditions and both formulas, using sin²t + cos²t = 1 and the double-angle identities.

Now suppose a and b are nonnegative with a + b = 1/2. Then 0 ≤ 2a ≤ 1, and the angle

t = ½ arcsin √(2a)

satisfies sin(2t) = √(2a). Hence A = a, and the sum rule gives B = 1/2 − a = b. The proof of `attainable_weights` takes the same route: `hle` and `hge` place √(2a) between −1 and 1, as `Real.sin_arcsin` requires, and the value of B comes from `weight_sum`, not from the cosine formula. The converse direction is short, because both weights are sums of squares, which `positivity` recognises, and their total is already known.

Each channel occurs alone at suitable angles of this scan, and one example of each follows. At t = 0, e and k point along the x and y axes, the operator is xy, and A = 0, B = 1/2. At t = π/4, they point along the face diagonals:

e = (√2/2, √2/2, 0),  k = (−√2/2, √2/2, 0).

The operator is then (y² − x²)/2 = −E₀, with A = 1/2 and B = 0. `channel_selection` obtains both cases by evaluating `rotation_scan` at these angles. Each geometry selects a whole channel in the sense of its weight, although it excites only one harmonic within that channel.

## A geometry outside the xy plane

Take e = (1, 2, 2)/3 and k = (2, 1, −2)/3. Both have unit length, and e·k = (2 + 2 − 4)/9 = 0. The products are p = (2, 2, −4)/9, so

A = (4 + 4 + 16)/81 = 8/27.

The three mixed sums, for the index pairs (0,1), (0,2) and (1,2), are 5/9, 2/9 and −2/9, so

B = ½ (25 + 4 + 4)/81 = 11/54.

The total is 16/54 + 11/54 = 1/2. The eg share of the angular strength is 16/27, about 59 per cent. Because p₀ = p₁, all of it lies on E₁.

## Orthogonality as a coefficient in `linear_combination`

The proofs that connect the operator to the weights turn on the tactic `linear_combination`. Given a goal L = R and known equations, one supplies a multiplier for each equation. The tactic subtracts the multiplied equations from the goal and asks `ring` to confirm that what remains is identically zero. The multipliers may be polynomials, so they can record exactly where a hypothesis is used.

In `quadrupole_expansion` there are two equations: `h`, which is e·k = 0 written in components, and `h3`, which is (√3)² = 3. The second is needed because `ring` treats √3 as an unknown symbol. Once (√3)² has been replaced by 3, the difference between the operator and its proposed expansion is

½(x² + y²)(p₀ + p₁ + p₂).

This is why the multiplier of `h` is `(r 0 ^ 2 + r 1 ^ 2) / 2`: multiplied by e·k, it gives the amount by which the expansion would miss if e and k were not orthogonal. In `weights_eq_amplitudes` the multiplier `(e 0 * k 0 + e 1 * k 1 - e 2 * k 2) / 2` is the first factor, with its ½, in the factorisation found above. In both places the algebra done by hand supplies the multiplier, and the tactic checks the resulting identity.
